# Regularised linear fits: the evidence is stationary in the prior precision exactly when λ|m|² equals the effective number of parameters

## How strongly should a fit be regularised?

Suppose that the coefficients of a cluster expansion or a linear interatomic potential are fitted to computed energies. Whatever the linear model misses in these energies is treated as random noise, and some combinations of coefficients are hardly determined by the data. A penalty on large coefficients stabilises the fit, but its strength has to come from somewhere. Evidence maximisation takes it from the same data: it chooses the strength that makes the observed data most probable after the coefficients have been integrated out.

Let y hold the N data, w the d coefficients, and F the N × d design matrix. The noise is independent from one datum to the next and Gaussian, with mean zero and known variance s > 0. In the prior the coefficients are independent of one another and of the noise, each Gaussian with mean zero and the same precision λ > 0 (inverse variance). Define

C(w) = |y − Fw|²/s + λ|w|²

A = λI + FᵀF/s

and let m be the minimiser of C. Integrating the Gaussian in w gives the evidence p(y|λ), with

−2 log p(y|λ) = L(λ) + N log(2πs)

L(λ) = min C + log det A − d log λ.

Maximising the evidence over λ therefore means minimising L.

## The condition on λ

For s > 0 and λ > 0, L has derivative zero at λ exactly when

λ|m|² = d − λ tr A⁻¹.

The right-hand side equals tr(A⁻¹FᵀF/s), the effective number of parameters determined by the data. The condition applies to linear models with independent Gaussian noise of known variance and independent Gaussian priors that share a single precision. It locates stationary points, without saying whether one exists or is a maximum of the evidence.

In Lean this is `stationary_iff`. The finite types `n` and `d` label data and coefficients, so the number d is `Fintype.card d`. The precision λ is `lam`, often called α in textbooks, where 1/s is often β. C is `cost`, A is `precision` and L is `evidenceLoss`, whose first term is an infimum over all real vectors w. Squared lengths are dot products. The hypothesis `hm` says that m attains the least cost, and `HasDerivAt (evidenceLoss F y s) 0 lam` says that L is differentiable at λ with derivative 0. Nothing is assumed about the rank of F or about whether N exceeds d.

The Lean statement begins with L; the Gaussian integral that connects L to the evidence is the step left to the reader.

## Differentiating the objective

**The minimiser.** For any vectors u and v,

u·Av = λ u·v + (Fu)·(Fv)/s.

With u = v ≠ 0 this is positive, so A is positive definite and invertible. Put p = A⁻¹Fᵀy/s. Taking the dot product of Ap = Fᵀy/s with any u gives

λ u·p + (Fu)·(Fp)/s = (Fu)·y/s.  (1)

Expanding C at p + u gives

C(p + u) = C(p) + 2[λ u·p + (Fu)·(Fp)/s − (Fu)·y/s] + u·Au.

The bracket vanishes by (1), and u·Au > 0 unless u = 0. Hence p is the only minimiser, and m = p.

**The least cost.** Equation (1) with u = m gives

min C = |y|²/s − (Fm)·y/s.

Let q be the minimiser at another precision μ > 0. The least cost at μ minus that at λ is then

[(Fm)·y − (Fq)·y]/s.

Apply (1) at μ with u = m, and at λ with u = q:

μ m·q + (Fm)·(Fq)/s = (Fm)·y/s

λ q·m + (Fq)·(Fm)/s = (Fq)·y/s.

Subtracting shows that the difference of the least costs is exactly (μ − λ) m·q. Divide by μ − λ and let μ → λ. Since q → m, the derivative is |m|².

**The determinant.** Write A(μ) = A(λ)[I + (μ − λ)A(λ)⁻¹]. Since det(I + rM) = 1 + r tr M + O(r²), the derivative of det A is det A · tr A⁻¹, and that of log det A is tr A⁻¹.

**The sum.** Altogether

L′(λ) = |m|² + tr A⁻¹ − d/λ.

Multiplication by λ > 0 gives the condition. For its right-hand side, use FᵀF/s = A − λI:

tr(A⁻¹FᵀF/s) = tr(I − λA⁻¹) = d − λ tr A⁻¹.

## Direct observation, and data no larger than the noise

If each coefficient is measured once, F = I. Then m = y/(1 + λs) and tr A⁻¹ = ds/(1 + λs), so the condition reads

λ|y|²/(1 + λs)² = d/(1 + λs),

which simplifies to

λ(|y|² − ds) = d.

When |y|² > ds and d ≥ 1, the prior variance is 1/λ = |y|²/d − s, the mean square of the data less the noise variance. When |y|² ≤ ds and d ≥ 1, the left side is at most zero and the right side is positive, so there is no stationary point.

In the smallest case, d = 0, L is constant and every λ > 0 is stationary; the general condition reads 0 = 0.

The vector m must belong to the λ in question. Take d = 1, F = 1, s = 1 and y = 2. The stationary point is λ = 1/3, where m = 3/2 and both sides of the condition equal 3/4. The unregularised least-squares solution, 2, would give 4/3 on the left. Minimising the misfit alone is therefore not enough.

## The Lean file and its proof

```lean
import Mathlib

open Matrix Filter Topology

namespace EvidenceMaximisation

noncomputable section

variable {n d : Type*} [Fintype n] [Fintype d] [DecidableEq d]

/-- The matrix `A = lam I + Fᵀ F / s`, for noise variance `s ≠ 0` and prior precision `lam`. -/
def precision (F : Matrix n d ℝ) (s lam : ℝ) : Matrix d d ℝ :=
  lam • (1 : Matrix d d ℝ) + s⁻¹ • (Fᵀ * F)

/-- The regularised misfit `|y - F w|² / s + lam |w|²`, for `s ≠ 0`. -/
def cost (F : Matrix n d ℝ) (y : n → ℝ) (s lam : ℝ) (w : d → ℝ) : ℝ :=
  ((y - F *ᵥ w) ⬝ᵥ (y - F *ᵥ w)) / s + lam * (w ⬝ᵥ w)

/-- The evidence objective: the least regularised misfit plus `log det A - d log lam`,
for `s > 0` and `lam > 0`. -/
def evidenceLoss (F : Matrix n d ℝ) (y : n → ℝ) (s lam : ℝ) : ℝ :=
  (⨅ w, cost F y s lam w) + Real.log (precision F s lam).det
    - (Fintype.card d : ℝ) * Real.log lam

/-- The vector `A⁻¹ Fᵀ y / s`, for `s > 0` and `lam > 0`. -/
def posteriorMean (F : Matrix n d ℝ) (y : n → ℝ) (s lam : ℝ) : d → ℝ :=
  (precision F s lam)⁻¹ *ᵥ (s⁻¹ • (Fᵀ *ᵥ y))

/-- The bilinear form of `A` is `lam u·v + (F u)·(F v) / s`. -/
theorem precision_form (F : Matrix n d ℝ) (s lam : ℝ) (u v : d → ℝ) :
    u ⬝ᵥ (precision F s lam *ᵥ v) = lam * (u ⬝ᵥ v) + ((F *ᵥ u) ⬝ᵥ (F *ᵥ v)) / s := by
  rw [precision, add_mulVec, smul_mulVec, smul_mulVec, one_mulVec, ← mulVec_mulVec,
    dotProduct_add, dotProduct_smul, dotProduct_smul, Matrix.dotProduct_mulVec u Fᵀ,
    vecMul_transpose]
  simp only [smul_eq_mul]
  ring

/-- For `s > 0` and `lam > 0` the matrix `A` is positive definite. -/
theorem precision_posDef (F : Matrix n d ℝ) {s lam : ℝ} (hs : 0 < s) (hl : 0 < lam) :
    (precision F s lam).PosDef := by
  rw [Matrix.posDef_iff_dotProduct_mulVec]
  refine ⟨?_, fun x hx => ?_⟩
  · unfold Matrix.IsHermitian
    rw [conjTranspose_eq_transpose_of_trivial]
    simp [precision, transpose_add, transpose_smul, transpose_mul]
  · rw [star_trivial, precision_form]
    have h0 : 0 ≤ x ⬝ᵥ x := Finset.sum_nonneg fun i _ => mul_self_nonneg _
    have h1 : 0 < x ⬝ᵥ x := lt_of_le_of_ne h0 fun h => hx (dotProduct_self_eq_zero.mp h.symm)
    have h2 : 0 ≤ (F *ᵥ x) ⬝ᵥ (F *ᵥ x) := Finset.sum_nonneg fun i _ => mul_self_nonneg _
    positivity

/-- The normal equations tested against any direction `u`, for `s > 0` and `lam > 0`. -/
theorem normal_dot (F : Matrix n d ℝ) (y : n → ℝ) {s lam : ℝ} (hs : 0 < s) (hl : 0 < lam)
    (u : d → ℝ) :
    lam * (u ⬝ᵥ posteriorMean F y s lam)
      + ((F *ᵥ u) ⬝ᵥ (F *ᵥ posteriorMean F y s lam)) / s = ((F *ᵥ u) ⬝ᵥ y) / s := by
  have hu : IsUnit (precision F s lam).det := (precision_posDef F hs hl).det_pos.ne'.isUnit
  rw [← precision_form, posteriorMean, mulVec_mulVec, mul_nonsing_inv _ hu, one_mulVec,
    dotProduct_smul, Matrix.dotProduct_mulVec, vecMul_transpose, smul_eq_mul]
  ring

/-- Completing the square: for `s > 0` and `lam > 0` the regularised misfit at `w` exceeds that at
`p = A⁻¹ Fᵀ y / s` by `(w - p)·A(w - p)`. -/
theorem cost_eq (F : Matrix n d ℝ) (y : n → ℝ) {s lam : ℝ} (hs : 0 < s) (hl : 0 < lam)
    (w : d → ℝ) :
    cost F y s lam w = cost F y s lam (posteriorMean F y s lam)
      + (w - posteriorMean F y s lam) ⬝ᵥ
        (precision F s lam *ᵥ (w - posteriorMean F y s lam)) := by
  have h := normal_dot F y hs hl (w - posteriorMean F y s lam)
  rw [precision_form]
  generalize posteriorMean F y s lam = p at h ⊢
  unfold cost
  simp only [mulVec_sub, sub_dotProduct, dotProduct_sub] at h ⊢
  rw [dotProduct_comm y (F *ᵥ w), dotProduct_comm y (F *ᵥ p),
    dotProduct_comm (F *ᵥ p) (F *ᵥ w), dotProduct_comm p w]
  linear_combination 2 * h

lemma mean_le (F : Matrix n d ℝ) (y : n → ℝ) {s lam : ℝ} (hs : 0 < s) (hl : 0 < lam)
    (w : d → ℝ) : cost F y s lam (posteriorMean F y s lam) ≤ cost F y s lam w := by
  have h := (precision_posDef F hs hl).posSemidef.dotProduct_mulVec_nonneg
    (w - posteriorMean F y s lam)
  rw [star_trivial] at h
  linarith [cost_eq F y hs hl w]

/-- For `s > 0` and `lam > 0` the least regularised misfit changes with `lam` at the rate `|p|²`,
where `p = A⁻¹ Fᵀ y / s`. -/
theorem hasDerivAt_minCost (F : Matrix n d ℝ) (y : n → ℝ) {s lam : ℝ} (hs : 0 < s)
    (hl : 0 < lam) :
    HasDerivAt (fun μ => ⨅ w, cost F y s μ w)
      (posteriorMean F y s lam ⬝ᵥ posteriorMean F y s lam) lam := by
  have hmin : ∀ μ, 0 < μ → (⨅ w, cost F y s μ w) = cost F y s μ (posteriorMean F y s μ) :=
    fun μ hμ => le_antisymm
      (ciInf_le ⟨_, by rintro _ ⟨w, rfl⟩; exact mean_le F y hs hμ w⟩ _)
      (le_ciInf (mean_le F y hs hμ))
  -- the minimiser depends continuously on the prior precision
  have hA : Continuous fun μ => precision F s μ :=
    (continuous_id.smul continuous_const).add continuous_const
  have hc : ContinuousAt (fun μ => posteriorMean F y s μ) lam := by
    have he : (fun μ => posteriorMean F y s μ) = fun μ => ((precision F s μ).det)⁻¹ •
        ((precision F s μ).adjugate *ᵥ (s⁻¹ • (Fᵀ *ᵥ y))) := by
      funext μ
      rw [posteriorMean, Matrix.inv_def, Ring.inverse_eq_inv', smul_mulVec]
    rw [he]
    exact (hA.matrix_det.continuousAt.inv₀ (precision_posDef F hs hl).det_pos.ne').smul
      (hA.matrix_adjugate.matrix_mulVec continuous_const).continuousAt
  have hdot : Continuous fun v : d → ℝ => posteriorMean F y s lam ⬝ᵥ v := by
    unfold dotProduct
    fun_prop
  rw [hasDerivAt_iff_tendsto_slope]
  refine ((hdot.continuousAt.tendsto.comp hc.tendsto).mono_left nhdsWithin_le_nhds).congr' ?_
  filter_upwards [self_mem_nhdsWithin, (lt_mem_nhds hl).filter_mono nhdsWithin_le_nhds]
    with μ hne hμ
  -- the difference quotient is exactly the overlap of the two minimisers
  have key : cost F y s μ (posteriorMean F y s μ) - cost F y s lam (posteriorMean F y s lam)
      = (μ - lam) * (posteriorMean F y s lam ⬝ᵥ posteriorMean F y s μ) := by
    have h1 := normal_dot F y hs hμ (posteriorMean F y s μ)
    have h2 := normal_dot F y hs hl (posteriorMean F y s lam)
    have h3 := normal_dot F y hs hμ (posteriorMean F y s lam)
    have h4 := normal_dot F y hs hl (posteriorMean F y s μ)
    generalize posteriorMean F y s μ = q at *
    generalize posteriorMean F y s lam = p at *
    rw [dotProduct_comm q p, dotProduct_comm (F *ᵥ q) (F *ᵥ p)] at h4
    unfold cost
    simp only [sub_dotProduct, dotProduct_sub]
    rw [dotProduct_comm y (F *ᵥ q), dotProduct_comm y (F *ᵥ p)]
    linear_combination h1 - h2 - h3 + h4
  rw [slope_def_field, hmin μ hμ, hmin lam hl, key]
  exact (mul_div_cancel_left₀ _ (sub_ne_zero.mpr hne)).symm

/-- For `s > 0` and `lam > 0`, `log det A` changes with `lam` at the rate `tr A⁻¹`. -/
theorem hasDerivAt_logDet (F : Matrix n d ℝ) {s lam : ℝ} (hs : 0 < s) (hl : 0 < lam) :
    HasDerivAt (fun μ => Real.log (precision F s μ).det)
      (precision F s lam)⁻¹.trace lam := by
  have hD := (precision_posDef F hs hl).det_pos.ne'
  obtain ⟨P, hP⟩ : ∃ P : Polynomial ℝ, ∀ r : ℝ, (1 + r • (precision F s lam)⁻¹).det
      = 1 + (precision F s lam)⁻¹.trace * r + P.eval r * r ^ 2 :=
    ⟨_, fun r => det_one_add_smul r _⟩
  have h0 : HasDerivAt (fun r : ℝ => 1 + (precision F s lam)⁻¹.trace * r + P.eval r * r ^ 2)
      (precision F s lam)⁻¹.trace (lam - lam) :=
    ((((hasDerivAt_id' (lam - lam)).const_mul _).const_add 1).fun_add
      ((P.hasDerivAt (lam - lam)).fun_mul
        ((hasDerivAt_id' (lam - lam)).fun_pow 2))).congr_deriv (by simp)
  -- factor det A(μ) = det A(lam) * det (1 + (μ - lam) A(lam)⁻¹)
  have hkey : ∀ μ, (precision F s μ).det = (precision F s lam).det *
      (1 + (precision F s lam)⁻¹.trace * (μ - lam) + P.eval (μ - lam) * (μ - lam) ^ 2) := by
    intro μ
    rw [← hP, ← det_mul, mul_add, mul_one, Matrix.mul_smul, mul_nonsing_inv _ hD.isUnit]
    congr 1
    unfold precision
    module
  have h1 := ((h0.comp_sub_const lam lam).const_mul
    (precision F s lam).det).congr_of_eventuallyEq (Eventually.of_forall hkey)
  exact (h1.log hD).congr_deriv (mul_div_cancel_left₀ _ hD)

/-- Evidence maximisation: for `s > 0`, `lam > 0` and `m` a minimiser of the regularised misfit,
the evidence objective is stationary at `lam` exactly when `lam |m|² = d - lam tr A⁻¹`. -/
theorem stationary_iff (F : Matrix n d ℝ) (y : n → ℝ) {s lam : ℝ} (hs : 0 < s) (hl : 0 < lam)
    {m : d → ℝ} (hm : ∀ w, cost F y s lam m ≤ cost F y s lam w) :
    HasDerivAt (evidenceLoss F y s) 0 lam ↔
      lam * (m ⬝ᵥ m) = Fintype.card d - lam * (precision F s lam)⁻¹.trace := by
  -- strict convexity identifies m
  have hmp : m = posteriorMean F y s lam := by
    by_contra hne
    have h := (precision_posDef F hs hl).dotProduct_mulVec_pos (sub_ne_zero.mpr hne)
    rw [star_trivial] at h
    linarith [cost_eq F y hs hl m, hm (posteriorMean F y s lam)]
  have h : HasDerivAt (evidenceLoss F y s) (m ⬝ᵥ m + (precision F s lam)⁻¹.trace
      - (Fintype.card d : ℝ) * lam⁻¹) lam := by
    rw [hmp]
    exact ((hasDerivAt_minCost F y hs hl).fun_add (hasDerivAt_logDet F hs hl)).fun_sub
      ((Real.hasDerivAt_log hl.ne').const_mul _)
  have hi : lam * lam⁻¹ = 1 := mul_inv_cancel₀ hl.ne'
  constructor
  · intro h0
    linear_combination lam * h.unique h0 + (Fintype.card d : ℝ) * hi
  · intro e
    have h2 : lam * (m ⬝ᵥ m + (precision F s lam)⁻¹.trace
        - (Fintype.card d : ℝ) * lam⁻¹) = 0 := by
      linear_combination e - (Fintype.card d : ℝ) * hi
    exact h.congr_deriv ((mul_eq_zero.mp h2).resolve_left hl.ne')

/-- For `s > 0` and `lam > 0`, the number `d - lam tr A⁻¹` equals `tr (A⁻¹ Fᵀ F / s)`. -/
theorem effective_parameters (F : Matrix n d ℝ) {s lam : ℝ} (hs : 0 < s) (hl : 0 < lam) :
    (Fintype.card d : ℝ) - lam * (precision F s lam)⁻¹.trace
      = ((precision F s lam)⁻¹ * (s⁻¹ • (Fᵀ * F))).trace := by
  have hX : s⁻¹ • (Fᵀ * F) = precision F s lam - lam • (1 : Matrix d d ℝ) := by
    rw [precision, add_sub_cancel_left]
  rw [hX, mul_sub, nonsing_inv_mul _ (precision_posDef F hs hl).det_pos.ne'.isUnit,
    Matrix.mul_smul, mul_one, trace_sub, trace_one, trace_smul, smul_eq_mul]

/-- Direct observation, `F = 1`: for `s > 0` and `lam > 0` the evidence objective is stationary
at `lam` exactly when `lam (|y|² - d s) = d`. -/
theorem direct_stationary_iff (y : d → ℝ) {s lam : ℝ} (hs : 0 < s) (hl : 0 < lam) :
    HasDerivAt (evidenceLoss (1 : Matrix d d ℝ) y s) 0 lam ↔
      lam * (y ⬝ᵥ y - Fintype.card d * s) = Fintype.card d := by
  obtain ⟨g, hg⟩ : ∃ g : ℝ, (1 + lam * s) * g = 1 :=
    ⟨(1 + lam * s)⁻¹, mul_inv_cancel₀ (by positivity)⟩
  have hg0 : g ≠ 0 := by
    rintro rfl
    simp at hg
  have hi : s⁻¹ * s = 1 := inv_mul_cancel₀ hs.ne'
  have hinv : (precision (1 : Matrix d d ℝ) s lam)⁻¹ = (s * g) • (1 : Matrix d d ℝ) := by
    apply inv_eq_right_inv
    have hk : (lam + s⁻¹) * (s * g) = 1 := by linear_combination hg + g * hi
    rw [precision, transpose_one, one_mul, ← add_smul, Matrix.smul_mul, one_mul, smul_smul,
      hk, one_smul]
  have hmean : posteriorMean (1 : Matrix d d ℝ) y s lam = g • y := by
    have hk : s * g * s⁻¹ = g := by linear_combination g * hi
    rw [posteriorMean, hinv, transpose_one, one_mulVec, smul_mulVec, one_mulVec, smul_smul, hk]
  rw [stationary_iff 1 y hs hl (mean_le 1 y hs hl), hmean, hinv, trace_smul, trace_one,
    smul_dotProduct, dotProduct_smul]
  simp only [smul_eq_mul]
  generalize (Fintype.card d : ℝ) = c
  -- the two conditions differ by the nonzero factor g²
  have hD : lam * (g * (g * (y ⬝ᵥ y))) - (c - lam * (s * g * c))
      = g ^ 2 * (lam * (y ⬝ᵥ y - c * s) - c) := by
    linear_combination (c * g + c) * hg
  constructor
  · intro h
    rw [h, sub_self] at hD
    exact sub_eq_zero.mp ((mul_eq_zero.mp hD.symm).resolve_left (pow_ne_zero 2 hg0))
  · intro h
    rw [h, sub_self, mul_zero] at hD
    exact sub_eq_zero.mp hD

/-- Direct observation of `d ≥ 1` parameters with `s > 0`: if `|y|² ≤ d s`, the evidence
objective has no stationary point `lam > 0`. -/
theorem direct_not_stationary [Nonempty d] (y : d → ℝ) {s lam : ℝ} (hs : 0 < s) (hl : 0 < lam)
    (hy : y ⬝ᵥ y ≤ Fintype.card d * s) :
    ¬ HasDerivAt (evidenceLoss (1 : Matrix d d ℝ) y s) 0 lam := by
  rw [direct_stationary_iff y hs hl]
  intro h
  have hc : (0 : ℝ) < Fintype.card d := Nat.cast_pos.mpr Fintype.card_pos
  have := mul_nonneg hl.le (sub_nonneg.mpr hy)
  linarith

end

end EvidenceMaximisation
```

```lean
#print axioms EvidenceMaximisation.stationary_iff
#print axioms EvidenceMaximisation.effective_parameters
#print axioms EvidenceMaximisation.direct_not_stationary
```

```
'EvidenceMaximisation.stationary_iff' depends on axioms: [propext, Classical.choice, Quot.sound]
'EvidenceMaximisation.effective_parameters' depends on axioms: [propext, Classical.choice, Quot.sound]
'EvidenceMaximisation.direct_not_stationary' depends on axioms: [propext, Classical.choice, Quot.sound]
```

`precision_form` is the formula for u·Av, and `precision_posDef` draws positive definiteness from it. `normal_dot` is equation (1), with p named `posteriorMean`. `cost_eq` completes the square: after expansion, `linear_combination 2 * h` removes the bracket. `mean_le` concludes that p attains the minimum.

In `hasDerivAt_minCost`, `hmin` replaces the infimum by the cost at the minimiser. Continuity of the minimiser comes from writing A⁻¹ as the adjugate divided by the determinant. The identity `key` is the exact difference (μ − λ) m·q, obtained from four instances of (1), and the derivative is then the limit of the slope.

`hasDerivAt_logDet` uses Mathlib's expansion of det(I + rM), in which the remainder is r² times a polynomial `P`. The factorisation of A(μ) is `hkey`, and the chain rule for the logarithm finishes the argument.

`stationary_iff` first identifies m with p: if they differed, `cost_eq` would make the cost at m strictly larger. It then adds the three derivatives. In one direction, uniqueness of the derivative gives the equation; in the other, the nonzero factor λ is cancelled.

`effective_parameters` is the trace identity. `direct_stationary_iff` sets g = 1/(1 + λs) and shows that the general and simplified conditions differ by the nonzero factor g². `direct_not_stationary` is the sign argument, with `[Nonempty d]` expressing d ≥ 1.
